# Dropping the metric 1 + X†X multiplies the lowest energy by a factor between 1 and 1 + ‖X‖²

A lowest energy is defined here for a pair of operators. The lowest energy of L in the metric G is the smallest real number e for which

L a = e G a

has a nonzero solution a. With G = 1 this is the lowest ordinary eigenvalue of L, so the problems with and without a metric can be compared in the same terms.

In a two-component scheme, a is the large component of a four-component state, and a decoupling operator X supplies the small component X a. The total squared norm is then

N(x) = ‖x‖² + ‖X x‖²,

and the metric that produces it is G = 1 + X†X. The operator L is the four-component Hamiltonian folded onto the large component in such a way that ⟨x, L x⟩ is the expectation value of that Hamiltonian, not divided by N(x), in the state with large component x and small component X x. We take L to be Hermitian on a nonzero finite-dimensional complex space and X to be any bounded operator into a second Hilbert space, with operator norm ‖X‖. Let E be the lowest energy of L in the metric G, and ℓ the lowest eigenvalue of L alone. Then

if E ≤ 0: (1 + ‖X‖²) E ≤ ℓ ≤ E,

if E ≥ 0: E ≤ ℓ ≤ (1 + ‖X‖²) E.

For a one-electron problem in a finite basis, this means that omitting the metric cannot raise a negative lowest energy or lower a positive one. Including the rest energy makes the lowest energy of a hydrogen atom positive instead of negative, and any error from the omission is then upward instead of downward.

## Two trial vectors give the bounds

The expectation value of the metric is

⟨x, G x⟩ = ⟨x, x⟩ + ⟨x, X†X x⟩ = ‖x‖² + ‖X x‖² = N(x),

and therefore

‖x‖² ≤ N(x) ≤ (1 + ‖X‖²) ‖x‖².

Next comes the variational principle. The quotient ⟨x, L x⟩ / N(x) is continuous on the unit sphere, which is compact, so it has a minimum μ at some a. Rescaling x does not change the quotient, hence ⟨x, L x⟩ ≥ μ N(x) for every x. Put T = L − μG. Then ⟨x, T x⟩ ≥ 0 for all x, and ⟨a, T a⟩ = 0. With r = T a and t real,

0 ≤ ⟨a + t r, T(a + t r)⟩ = 2t ‖r‖² + t² ⟨r, T r⟩.

A quadratic in t that is never negative has discriminant at most zero. Here the discriminant is 4‖r‖⁴, so r = 0 and L a = μ G a. If also L b = e G b with b ≠ 0, then e N(b) = ⟨b, L b⟩ ≥ μ N(b), so e ≥ μ. Thus μ = E. The same argument with X = 0 gives ⟨x, L x⟩ ≥ ℓ ‖x‖².

Now let a be a ground state with the metric and b one without it. Using each as a trial vector for the other problem gives

ℓ ‖a‖² ≤ ⟨a, L a⟩ = E N(a),

E N(b) ≤ ⟨b, L b⟩ = ℓ ‖b‖².

For ‖a‖ = ‖b‖ = 1 these read ℓ ≤ E (1 + ‖X a‖²) and E (1 + ‖X b‖²) ≤ ℓ. If E ≤ 0, the first gives ℓ ≤ E, and the second gives ℓ ≥ (1 + ‖X‖²) E. If E ≥ 0, the second gives ℓ ≥ E, and the first gives ℓ ≤ (1 + ‖X‖²) E.

If X stretches every vector by the same factor ‖X‖, then N(x) = (1 + ‖X‖²) ‖x‖², and the two inequalities combine to ℓ = (1 + ‖X‖²) E.

Adding a constant s to the four-component Hamiltonian replaces L by L + sG, because the constant multiplies the full norm. The equation L a = E G a then becomes (L + sG) a = (E + s) G a. If X is injective, N(x) > ‖x‖² for x ≠ 0, and the comparison with E + s is strict whenever E + s ≠ 0.

## Lowest energies as least elements

In the code, `V` holds the large components and `W` the small ones.

In Lean 4 with Mathlib:

```lean
import Mathlib

open scoped InnerProductSpace

namespace RenormalizationMetric

noncomputable section

variable {V W : Type*} [NormedAddCommGroup V] [InnerProductSpace ℂ V]
  [NormedAddCommGroup W] [InnerProductSpace ℂ W]
```

`IsLowestEnergy L G E` says that `E` belongs to the set of real generalized eigenvalues and is a lower bound for it. The eigenvector `a` is nonzero but not normalised.

```lean
/-- `E` is the lowest real eigenvalue of the generalized problem `L a = E G a`. -/
def IsLowestEnergy (L G : V →L[ℂ] V) (E : ℝ) : Prop :=
  IsLeast {e : ℝ | ∃ a : V, a ≠ 0 ∧ L a = (e : ℂ) • G a} E
```

The discriminant argument is a separate lemma. Hermiticity is the hypothesis `IsSymmetric`, which moves the operator from one side of the inner product to the other. In the proof, `key` is the quadratic in `t`, and `discrim_le_zero` forces `‖T a‖` to vanish.

```lean
/-- If a Hermitian operator has no negative expectation value, a vector with expectation
value zero is annihilated by it. -/
theorem null_vector {T : V →L[ℂ] V} (hT : (T : V →ₗ[ℂ] V).IsSymmetric)
    (hpos : ∀ x, 0 ≤ (⟪x, T x⟫_ℂ).re) {a : V} (ha : (⟪a, T a⟫_ℂ).re = 0) : T a = 0 := by
  have h1 : ⟪a, T (T a)⟫_ℂ = ⟪T a, T a⟫_ℂ := (hT a (T a)).symm
  have h2 : (⟪T a, T a⟫_ℂ).re = ‖T a‖ ^ 2 := inner_self_eq_norm_sq (𝕜 := ℂ) (T a)
  -- vary `a` along the residual `T a`: a quadratic in `t` that is never negative
  have key : ∀ t : ℝ, 0 ≤ (⟪T a, T (T a)⟫_ℂ).re * (t * t) + (2 * ‖T a‖ ^ 2) * t + 0 := by
    intro t
    have h := hpos (a + (t : ℂ) • T a)
    simp only [map_add, map_smul, inner_add_left, inner_add_right, inner_smul_left,
      inner_smul_right, h1, Complex.conj_ofReal, Complex.add_re, Complex.re_ofReal_mul,
      ha, h2] at h
    linarith
  have hd := discrim_le_zero key
  unfold discrim at hd
  have h3 : 2 * ‖T a‖ ^ 2 = 0 := by
    apply pow_eq_zero_iff (two_ne_zero) |>.mp
    exact le_antisymm (by linarith) (sq_nonneg _)
  have h4 : ‖T a‖ ^ 2 = 0 := by linarith
  exact norm_eq_zero.mp (pow_eq_zero_iff two_ne_zero |>.mp h4)
```

## The metric and the energy zero

The metric is built from the adjoint of `X`. Nothing requires `X` to solve a decoupling equation, so the results hold for approximate decoupling operators too, provided that `L` is a fixed Hermitian operator and does not depend on the energy.

```lean
variable [CompleteSpace V] [CompleteSpace W]

/-- The renormalization metric `G = 1 + X†X` of the decoupling operator `X`. -/
def metric (X : V →L[ℂ] W) : V →L[ℂ] V :=
  1 + ContinuousLinearMap.comp (ContinuousLinearMap.adjoint X) X
```

Moving the energy zero adds a multiple of the metric, not of the identity.

```lean
/-- The operator `L + s G` with `G = 1 + X†X`, which replaces `L` when the constant `s` is added to
the four-component Hamiltonian. -/
def shifted (L : V →L[ℂ] V) (X : V →L[ℂ] W) (s : ℝ) : V →L[ℂ] V :=
  L + (s : ℂ) • metric X
```

The expectation value N(x) follows by moving the adjoint across the inner product.

```lean
/-- The expectation value of the metric is the squared norm of `x` plus that of `X x`. -/
theorem metric_expectation (X : V →L[ℂ] W) (x : V) :
    (⟪x, metric X x⟫_ℂ).re = ‖x‖ ^ 2 + ‖X x‖ ^ 2 := by
  have h1 : (⟪x, x⟫_ℂ).re = ‖x‖ ^ 2 := inner_self_eq_norm_sq (𝕜 := ℂ) x
  have h2 : (⟪X x, X x⟫_ℂ).re = ‖X x‖ ^ 2 := inner_self_eq_norm_sq (𝕜 := ℂ) (X x)
  change (⟪x, x + ContinuousLinearMap.adjoint X (X x)⟫_ℂ).re = _
  rw [inner_add_right, ContinuousLinearMap.adjoint_inner_right, Complex.add_re, h1, h2]
```

The shifted operator stays Hermitian because `L` and the metric are Hermitian and `s` is real.

```lean
/-- For Hermitian `L`, the shifted operator `L + s G` is Hermitian. -/
theorem shifted_symmetric {L : V →L[ℂ] V} (hL : (L : V →ₗ[ℂ] V).IsSymmetric)
    (X : V →L[ℂ] W) (s : ℝ) : (shifted L X s : V →ₗ[ℂ] V).IsSymmetric := by
  intro x y
  have h1 : ⟪L x, y⟫_ℂ = ⟪x, L y⟫_ℂ := hL x y
  have h2 : ⟪metric X x, y⟫_ℂ = ⟪x, metric X y⟫_ℂ := by
    change ⟪x + ContinuousLinearMap.adjoint X (X x), y⟫_ℂ =
      ⟪x, y + ContinuousLinearMap.adjoint X (X y)⟫_ℂ
    rw [inner_add_left, inner_add_right, ContinuousLinearMap.adjoint_inner_left,
      ContinuousLinearMap.adjoint_inner_right]
  change ⟪L x + (s : ℂ) • metric X x, y⟫_ℂ = ⟪x, L y + (s : ℂ) • metric X y⟫_ℂ
  rw [inner_add_left, inner_add_right, inner_smul_left, inner_smul_right,
    Complex.conj_ofReal, h1, h2]
```

Its lowest energy in the metric is `E + s`. The proof keeps the same eigenvector and, for minimality, shifts any competing eigenvalue back by `s`.

```lean
/-- Replacing `L` by `L + s G` adds `s` to the lowest energy in the metric `G = 1 + X†X`. -/
theorem lowest_shifted {L : V →L[ℂ] V} {X : V →L[ℂ] W} {E : ℝ}
    (hE : IsLowestEnergy L (metric X) E) (s : ℝ) :
    IsLowestEnergy (shifted L X s) (metric X) (E + s) := by
  obtain ⟨⟨a, ha, h⟩, hmin⟩ := hE
  refine ⟨⟨a, ha, ?_⟩, ?_⟩
  · change L a + (s : ℂ) • metric X a = ((E + s : ℝ) : ℂ) • metric X a
    rw [h, Complex.ofReal_add, add_smul]
  · rintro e ⟨b, hb, h'⟩
    have h1 : L b + (s : ℂ) • metric X b = (e : ℂ) • metric X b := h'
    have h2 : L b = ((e - s : ℝ) : ℂ) • metric X b := by
      rw [Complex.ofReal_sub, sub_smul, ← h1, add_sub_cancel_right]
    have h3 : E ≤ e - s := hmin ⟨b, hb, h2⟩
    linarith
```

## Existence and the variational principle

Finite dimension of `V` enters here, through compactness of the unit sphere; `W` may be infinite-dimensional. The theorem gives a lowest energy whenever `V` contains a nonzero vector.

In the proof, `hunit` rescales a nonzero vector to unit length, `hvar` extends the minimum property from the sphere to all vectors, and `hexp` computes the expectation value of L − μG. Then `null_vector` turns the minimizer into an eigenvector, which is `h0`. The last lines show that no eigenvalue lies below `μ`.

```lean
variable [FiniteDimensional ℂ V]

/-- Variational principle: for Hermitian `L` on a nonzero finite-dimensional space, the problem
`L a = E G a` has a lowest energy, and it bounds the Rayleigh quotient from below. -/
theorem exists_lowest [Nontrivial V] {L : V →L[ℂ] V}
    (hL : (L : V →ₗ[ℂ] V).IsSymmetric) (X : V →L[ℂ] W) :
    ∃ E : ℝ, IsLowestEnergy L (metric X) E ∧
      ∀ x, E * (‖x‖ ^ 2 + ‖X x‖ ^ 2) ≤ (⟪x, L x⟫_ℂ).re := by
  have : ProperSpace V := FiniteDimensional.proper ℂ V
  have hunit : ∀ x : V, x ≠ 0 → ∃ c : ℝ, 0 < c ∧ (c : ℂ) • x ∈ Metric.sphere (0 : V) 1 := by
    intro x hx
    refine ⟨‖x‖⁻¹, inv_pos.mpr (norm_pos_iff.mpr hx), ?_⟩
    rw [mem_sphere_zero_iff_norm, norm_smul, Complex.norm_real, norm_inv, norm_norm,
      inv_mul_cancel₀ (norm_ne_zero_iff.mpr hx)]
  have hne : ∀ x ∈ Metric.sphere (0 : V) 1, x ≠ 0 := by
    rintro x hx rfl
    simp at hx
  have hN : ∀ x : V, x ≠ 0 → 0 < ‖x‖ ^ 2 + ‖X x‖ ^ 2 := by
    intro x hx
    have := norm_pos_iff.mpr hx
    positivity
  have hcont : ContinuousOn (fun x : V => (⟪x, L x⟫_ℂ).re / (‖x‖ ^ 2 + ‖X x‖ ^ 2))
      (Metric.sphere (0 : V) 1) := by
    apply ContinuousOn.div
    · exact (Complex.continuous_re.comp
        (continuous_inner.comp (continuous_id.prodMk L.continuous))).continuousOn
    · fun_prop
    · exact fun x hx => (hN x (hne x hx)).ne'
  -- the Rayleigh quotient attains its minimum on the unit sphere
  obtain ⟨v, hv⟩ := exists_ne (0 : V)
  obtain ⟨c₀, -, hc₀⟩ := hunit v hv
  obtain ⟨a, ha, hmin⟩ := (isCompact_sphere (0 : V) 1).exists_isMinOn ⟨_, hc₀⟩ hcont
  obtain ⟨μ, hμ⟩ : ∃ μ : ℝ, μ = (⟪a, L a⟫_ℂ).re / (‖a‖ ^ 2 + ‖X a‖ ^ 2) := ⟨_, rfl⟩
  have hvar : ∀ x, μ * (‖x‖ ^ 2 + ‖X x‖ ^ 2) ≤ (⟪x, L x⟫_ℂ).re := by
    intro x
    by_cases hx : x = 0
    · simp [hx]
    obtain ⟨c, hc, hcx⟩ := hunit x hx
    have h : (⟪a, L a⟫_ℂ).re / (‖a‖ ^ 2 + ‖X a‖ ^ 2) ≤ (⟪(c : ℂ) • x, L ((c : ℂ) • x)⟫_ℂ).re /
        (‖(c : ℂ) • x‖ ^ 2 + ‖X ((c : ℂ) • x)‖ ^ 2) := hmin hcx
    rw [← hμ, le_div_iff₀ (hN _ (hne _ hcx))] at h
    simp only [map_smul, inner_smul_left, inner_smul_right, Complex.conj_ofReal,
      Complex.re_ofReal_mul, norm_smul, Complex.norm_real, Real.norm_eq_abs, mul_pow,
      sq_abs] at h
    refine le_of_mul_le_mul_left ?_ (pow_pos hc 2)
    linarith
  have hexp : ∀ x, (⟪x, shifted L X (-μ) x⟫_ℂ).re =
      (⟪x, L x⟫_ℂ).re + -μ * (‖x‖ ^ 2 + ‖X x‖ ^ 2) := by
    intro x
    change (⟪x, L x + ((-μ : ℝ) : ℂ) • metric X x⟫_ℂ).re = _
    rw [inner_add_right, inner_smul_right, Complex.add_re, Complex.re_ofReal_mul,
      metric_expectation]
  -- the minimizer solves the eigenvalue equation
  have h0 : L a + ((-μ : ℝ) : ℂ) • metric X a = 0 := by
    refine null_vector (shifted_symmetric hL X (-μ)) (fun x => ?_) ?_
    · rw [hexp]
      linarith [hvar x]
    · have h := (eq_div_iff (hN a (hne a ha)).ne').mp hμ
      rw [hexp]
      linarith
  rw [Complex.ofReal_neg, neg_smul, add_neg_eq_zero] at h0
  refine ⟨μ, ⟨⟨a, hne a ha, h0⟩, ?_⟩, hvar⟩
  rintro e ⟨b, hb, h⟩
  have h1 := hvar b
  rw [h, inner_smul_right, Complex.re_ofReal_mul, metric_expectation] at h1
  exact le_of_mul_le_mul_right h1 (hN b hb)
```

## Exchanging the ground states

The bare problem is the case `X = 0` of the same principle, since `hone` identifies that metric with 1. A set has at most one least element, so the energies supplied by `exists_lowest` are the given `E` and `l`. Each eigenvalue equation is then inserted into the other problem's variational bound.

```lean
/-- For Hermitian `L` with lowest energies `E` (metric `G`) and `l` (metric dropped), some nonzero
`a` has `l ‖a‖² ≤ E (‖a‖² + ‖X a‖²)` and some nonzero `b` satisfies the reverse inequality. -/
theorem trial_inequalities {L : V →L[ℂ] V} (hL : (L : V →ₗ[ℂ] V).IsSymmetric)
    {X : V →L[ℂ] W} {E l : ℝ} (hE : IsLowestEnergy L (metric X) E)
    (hl : IsLowestEnergy L 1 l) :
    (∃ a : V, a ≠ 0 ∧ l * ‖a‖ ^ 2 ≤ E * (‖a‖ ^ 2 + ‖X a‖ ^ 2)) ∧
      ∃ b : V, b ≠ 0 ∧ E * (‖b‖ ^ 2 + ‖X b‖ ^ 2) ≤ l * ‖b‖ ^ 2 := by
  obtain ⟨a, ha, h⟩ := hE.1
  obtain ⟨b, hb, h'⟩ := hl.1
  have : Nontrivial V := ⟨⟨a, 0, ha⟩⟩
  have hone : metric (0 : V →L[ℂ] V) = 1 := by simp [metric]
  obtain ⟨E', hE', hv⟩ := exists_lowest hL X
  obtain ⟨l', hl', hw⟩ := exists_lowest hL (0 : V →L[ℂ] V)
  rw [hone] at hl'
  have e1 : E' = E := IsLeast.unique hE' hE
  have e2 : l' = l := IsLeast.unique hl' hl
  rw [e1] at hv
  rw [e2] at hw
  -- each ground state serves as trial vector for the other problem
  refine ⟨⟨a, ha, ?_⟩, ⟨b, hb, ?_⟩⟩
  · have h1 := hw a
    rw [h, inner_smul_right, Complex.re_ofReal_mul, metric_expectation] at h1
    simpa using h1
  · have h1 := hv b
    rw [h', ← hone, inner_smul_right, Complex.re_ofReal_mul, metric_expectation] at h1
    simpa using h1
```

## The bounds in both sign regimes

The hypotheses `hE` and `hl` say that `E` and `l` are the lowest energies with and without the metric. The lemma `le_of_mul_le_mul_right` cancels the positive factor ‖a‖² or ‖b‖². The four `linarith` lines are the four estimates above, in the order lower and upper bound for E ≤ 0, then lower and upper bound for E ≥ 0.

```lean
/-- Let `L` be Hermitian with lowest energy `E` in the metric `1 + X†X` and lowest eigenvalue `l`.
If `E ≤ 0`, then `l` lies between `(1 + ‖X‖²) E` and `E`; if `E ≥ 0`, between `E` and
`(1 + ‖X‖²) E`. -/
theorem dropped_metric_bounds {L : V →L[ℂ] V} (hL : (L : V →ₗ[ℂ] V).IsSymmetric)
    {X : V →L[ℂ] W} {E l : ℝ} (hE : IsLowestEnergy L (metric X) E)
    (hl : IsLowestEnergy L 1 l) :
    (E ≤ 0 → (1 + ‖X‖ ^ 2) * E ≤ l ∧ l ≤ E) ∧
      (0 ≤ E → E ≤ l ∧ l ≤ (1 + ‖X‖ ^ 2) * E) := by
  obtain ⟨⟨a, ha, h1⟩, ⟨b, hb, h2⟩⟩ := trial_inequalities hL hE hl
  have hX : ∀ x, ‖X x‖ ^ 2 ≤ ‖X‖ ^ 2 * ‖x‖ ^ 2 := by
    intro x
    rw [← mul_pow]
    exact pow_le_pow_left₀ (norm_nonneg _) (X.le_opNorm x) 2
  have pa : 0 < ‖a‖ ^ 2 := pow_pos (norm_pos_iff.mpr ha) 2
  have pb : 0 < ‖b‖ ^ 2 := pow_pos (norm_pos_iff.mpr hb) 2
  refine ⟨fun h => ⟨le_of_mul_le_mul_right ?_ pb, le_of_mul_le_mul_right ?_ pa⟩,
    fun h => ⟨le_of_mul_le_mul_right ?_ pb, le_of_mul_le_mul_right ?_ pa⟩⟩
  · linarith [mul_le_mul_of_nonpos_left (hX b) h]
  · linarith [mul_nonneg (neg_nonneg.mpr h) (sq_nonneg ‖X a‖)]
  · linarith [mul_nonneg h (sq_nonneg ‖X b‖)]
  · linarith [mul_le_mul_of_nonneg_left (hX a) h]
```

The uniform case shows that the factor 1 + ‖X‖² cannot be improved in general. Its hypothesis always holds when `V` is one-dimensional.

```lean
/-- If `X` stretches every vector by the same factor `‖X‖`, dropping the metric multiplies the
lowest energy of a Hermitian `L` by exactly `1 + ‖X‖²`. -/
theorem uniform_metric {L : V →L[ℂ] V} (hL : (L : V →ₗ[ℂ] V).IsSymmetric)
    {X : V →L[ℂ] W} (hX : ∀ x, ‖X x‖ = ‖X‖ * ‖x‖) {E l : ℝ}
    (hE : IsLowestEnergy L (metric X) E) (hl : IsLowestEnergy L 1 l) :
    l = (1 + ‖X‖ ^ 2) * E := by
  obtain ⟨⟨a, ha, h1⟩, ⟨b, hb, h2⟩⟩ := trial_inequalities hL hE hl
  rw [hX, mul_pow] at h1 h2
  apply le_antisymm
  · refine le_of_mul_le_mul_right ?_ (pow_pos (norm_pos_iff.mpr ha) 2)
    linarith
  · refine le_of_mul_le_mul_right ?_ (pow_pos (norm_pos_iff.mpr hb) 2)
    linarith
```

## The energy zero decides the sign of the error

In the last theorem `l` is the lowest eigenvalue of the shifted operator without the metric, and `E` still belongs to the unshifted problem. The same system is thus strictly overbound for E + s < 0 and strictly underbound for E + s > 0. Injectivity of `X` means that every nonzero large component has a nonzero small component, which `hp` expresses as ‖X x‖² > 0. Some condition on `X` is needed for strictness, because for X = 0 the two problems coincide.

The proof applies `trial_inequalities` to the shifted operator, and the strictly signed product of E + s with ‖X a‖² or ‖X b‖² makes each comparison strict.

```lean
/-- Let `L` be Hermitian with lowest energy `E` in the metric `G = 1 + X†X`, let `X` be injective,
and replace `L` by `L + s G`. Dropping the metric gives an energy strictly below the correct `E + s`
if `E + s < 0`, and strictly above it if `E + s > 0`. -/
theorem energy_zero_decides {L : V →L[ℂ] V} (hL : (L : V →ₗ[ℂ] V).IsSymmetric)
    {X : V →L[ℂ] W} (hX : Function.Injective X) {E l s : ℝ}
    (hE : IsLowestEnergy L (metric X) E) (hl : IsLowestEnergy (shifted L X s) 1 l) :
    (E + s < 0 → l < E + s) ∧ (0 < E + s → E + s < l) := by
  obtain ⟨⟨a, ha, h1⟩, ⟨b, hb, h2⟩⟩ :=
    trial_inequalities (shifted_symmetric hL X s) (lowest_shifted hE s) hl
  -- injectivity makes the small component of every nonzero vector nonzero
  have hp : ∀ x : V, x ≠ 0 → 0 < ‖X x‖ ^ 2 := fun x hx =>
    pow_pos (norm_pos_iff.mpr fun h => hx (hX (h.trans (map_zero X).symm))) 2
  refine ⟨fun h => lt_of_mul_lt_mul_right ?_ (sq_nonneg ‖a‖),
    fun h => lt_of_mul_lt_mul_right ?_ (sq_nonneg ‖b‖)⟩
  · linarith [mul_neg_of_neg_of_pos h (hp a ha)]
  · linarith [mul_pos h (hp b hb)]

end

end RenormalizationMetric
```

```lean
#print axioms RenormalizationMetric.dropped_metric_bounds
#print axioms RenormalizationMetric.uniform_metric
#print axioms RenormalizationMetric.energy_zero_decides
```

```
'RenormalizationMetric.dropped_metric_bounds' depends on axioms: [propext, Classical.choice, Quot.sound]
'RenormalizationMetric.uniform_metric' depends on axioms: [propext, Classical.choice, Quot.sound]
'RenormalizationMetric.energy_zero_decides' depends on axioms: [propext, Classical.choice, Quot.sound]
```
